# A lattice and its reciprocal lattice have the same point group

Take the rectangular lattice with sides 1 and 2. Its reciprocal lattice has sides $2\pi$ and $\pi$. For $r=(1,2)$ and $k=(2\pi,\pi)$, $k\cdot r=4\pi$. The mirror $Q=\mathrm{diag}(1,-1)$ gives $Qr=(1,-2)$ and $Qk=(2\pi,-\pi)$, and again $Qk\cdot Qr=2\pi+2\pi=4\pi$. Reciprocal vectors are those whose products with all lattice vectors lie in $2\pi\mathbb Z$, so a $Q$ that permutes the lattice vectors and keeps scalar products also permutes the reciprocal vectors.

## Lattices as sets of vectors

In Lean 4 with Mathlib:

```lean
import Mathlib

open Matrix
open scoped Real

namespace ReciprocalPointGroup

noncomputable section

variable {n : Type*} [Fintype n] [DecidableEq n]
```

The finite index type `n` labels both the Cartesian components and the basis vectors, so the dimension is arbitrary but finite.

```lean
/-- The set of all integer combinations of the columns of `A`. -/
def lattice (A : Matrix n n ℝ) : Set (n → ℝ) :=
  {x | ∃ m : n → ℤ, x = A *ᵥ (fun i => (m i : ℝ))}
```

`lattice A` is $L_A=\{Am : m\in\mathbb Z^n\}$, with the basis vectors as the columns of $A$. The symbol `*ᵥ` applies a matrix to a vector.

```lean
/-- The reciprocal basis `B = 2π (A⁻¹)ᵀ` of an invertible basis matrix `A`. -/
def reciprocal (A : Matrix n n ℝ) : Matrix n n ℝ := (2 * π) • (A⁻¹)ᵀ
```

This is $B=2\pi(A^{-1})^T$, in the convention that includes the factor $2\pi$.

```lean
/-- The linear map `g` carries the set `L` of vectors onto itself. -/
def MapsOnto (g : Matrix n n ℝ) (L : Set (n → ℝ)) : Prop :=
  (fun x => g *ᵥ x) '' L = L
```

`MapsOnto g L` says $gL=L$: the image, written `''`, is the whole lattice and not just a part of it.

## Reciprocal vectors without a basis

```lean
omit [DecidableEq n] in
/-- A matrix moves to the other side of a scalar product as its transpose. -/
theorem mulVec_dot (h : Matrix n n ℝ) (k x : n → ℝ) :
    (h *ᵥ k) ⬝ᵥ x = k ⬝ᵥ (hᵀ *ᵥ x) := by
  rw [Matrix.dotProduct_mulVec, Matrix.vecMul_transpose]
```

In ordinary notation, $(hk)\cdot x=k\cdot(h^Tx)$.

```lean
/-- For an invertible basis `A`, a vector `k` belongs to the reciprocal lattice exactly when `k · r`
is an integer multiple of `2π` for every lattice vector `r`. -/
theorem laue_condition {A : Matrix n n ℝ} (hA : IsUnit A.det) (k : n → ℝ) :
    k ∈ lattice (reciprocal A) ↔ ∀ r ∈ lattice A, ∃ z : ℤ, k ⬝ᵥ r = 2 * π * z := by
  constructor
  · rintro ⟨m, rfl⟩ r ⟨p, rfl⟩
    -- the two bases are dual: Bᵀ A = 2π
    have hBA : (reciprocal A)ᵀ * A = (2 * π) • (1 : Matrix n n ℝ) := by
      rw [reciprocal, Matrix.transpose_smul, Matrix.transpose_transpose, Matrix.smul_mul,
        Matrix.nonsing_inv_mul _ hA]
    refine ⟨∑ i, m i * p i, ?_⟩
    rw [mulVec_dot, Matrix.mulVec_mulVec, hBA, Matrix.smul_mulVec, Matrix.one_mulVec,
      dotProduct_smul, smul_eq_mul]
    push_cast
    rfl
  · intro h
    -- testing against the basis vectors gives the integer coordinates of k
    have hc : ∀ i, ∃ z : ℤ, (Aᵀ *ᵥ k) i = 2 * π * z := by
      intro i
      obtain ⟨z, hz⟩ := h _ ⟨fun j => if j = i then 1 else 0, rfl⟩
      refine ⟨z, ?_⟩
      rw [← hz]
      simp [Matrix.mulVec, dotProduct, mul_comm]
    choose z hz using hc
    have hk : Aᵀ *ᵥ k = (2 * π) • (fun i => (z i : ℝ)) := funext fun i => hz i
    refine ⟨z, ?_⟩
    calc k = (A⁻¹)ᵀ *ᵥ (Aᵀ *ᵥ k) := by
          rw [Matrix.mulVec_mulVec, ← Matrix.transpose_mul, Matrix.mul_nonsing_inv _ hA,
            Matrix.transpose_one, Matrix.one_mulVec]
      _ = reciprocal A *ᵥ (fun i => (z i : ℝ)) := by
          rw [hk, reciprocal, Matrix.mulVec_smul, Matrix.smul_mulVec]
```

The hypothesis `IsUnit A.det` means $\det A\neq0$. The name comes from diffraction, where the Laue condition asks that the change of wave vector between the incoming and the scattered wave satisfy the right-hand side below. The theorem itself involves no scattering and reads
$$k\in L_B\iff k\cdot r\in2\pi\mathbb Z\ \text{ for all } r\in L_A .$$

For the forward direction, write $k=Bm$ and $r=Ap$. Since $B^TA=2\pi A^{-1}A=2\pi\mathbb 1$ (`hBA`), $k\cdot r=m\cdot(B^TAp)=2\pi\sum_i m_ip_i$.

For the converse, let $r$ be the $i$-th column of $A$. Then $(A^Tk)_i=2\pi z_i$ with $z_i$ an integer; `choose` collects these integers into a vector $z$. Hence $k=(A^{-1})^TA^Tk=2\pi(A^{-1})^Tz=Bz$.

```lean
/-- For an invertible basis `A`, the reciprocal basis is invertible, and its own reciprocal
basis is `A`. -/
theorem reciprocal_reciprocal {A : Matrix n n ℝ} (hA : IsUnit A.det) :
    IsUnit (reciprocal A).det ∧ reciprocal (reciprocal A) = A := by
  have hpi : 2 * π ≠ 0 := by positivity
  have h1 : reciprocal A * ((2 * π)⁻¹ • Aᵀ) = 1 := by
    rw [reciprocal, Matrix.smul_mul, Matrix.mul_smul, smul_smul, mul_inv_cancel₀ hpi, one_smul,
      ← Matrix.transpose_mul, Matrix.mul_nonsing_inv _ hA, Matrix.transpose_one]
  refine ⟨Matrix.isUnit_det_of_right_inverse h1, ?_⟩
  change (2 * π) • ((reciprocal A)⁻¹)ᵀ = A
  rw [Matrix.inv_eq_right_inv h1, Matrix.transpose_smul, Matrix.transpose_transpose, smul_smul,
    mul_inv_cancel₀ hpi, one_smul]
```

Taking the reciprocal twice returns the original basis. Indeed $B\,\frac{1}{2\pi}A^T=(A^{-1})^TA^T=(AA^{-1})^T=\mathbb 1$, so $B$ is invertible with $B^{-1}=\frac1{2\pi}A^T$, and $2\pi(B^{-1})^T=A$.

## How a linear map acts on wave vectors

```lean
/-- Let `A` be an invertible basis and `hᵀ g = 1`. Then `g` maps the direct lattice onto itself
if and only if `h` maps the reciprocal lattice onto itself. -/
theorem mapsOnto_iff_contragredient {A g h : Matrix n n ℝ} (hA : IsUnit A.det)
    (hgh : hᵀ * g = 1) :
    MapsOnto g (lattice A) ↔ MapsOnto h (lattice (reciprocal A)) := by
  have key : ∀ A g h : Matrix n n ℝ, IsUnit A.det → hᵀ * g = 1 →
      MapsOnto g (lattice A) → MapsOnto h (lattice (reciprocal A)) := by
    intro A g h hA hgh H
    have hg : h * gᵀ = 1 := by
      simpa [Matrix.transpose_mul] using congrArg Matrix.transpose (mul_eq_one_comm.1 hgh)
    unfold MapsOnto at H ⊢
    apply Set.Subset.antisymm
    · -- h k pairs with g r as k pairs with r
      rintro _ ⟨k, hk, rfl⟩
      rw [laue_condition hA] at hk ⊢
      intro r hr
      rw [← H] at hr
      obtain ⟨r', hr', rfl⟩ := hr
      obtain ⟨z, hz⟩ := hk r' hr'
      refine ⟨z, ?_⟩
      change (h *ᵥ k) ⬝ᵥ (g *ᵥ r') = _
      rw [mulVec_dot, Matrix.mulVec_mulVec, hgh, Matrix.one_mulVec, hz]
    · -- the preimage of k is gᵀ k
      intro k hk
      refine ⟨gᵀ *ᵥ k, ?_, ?_⟩
      · rw [laue_condition hA] at hk ⊢
        intro r hr
        have hgr : g *ᵥ r ∈ lattice A := by
          rw [← H]
          exact ⟨r, hr, rfl⟩
        obtain ⟨z, hz⟩ := hk _ hgr
        exact ⟨z, by rw [mulVec_dot, Matrix.transpose_transpose, hz]⟩
      · change h *ᵥ (gᵀ *ᵥ k) = k
        rw [Matrix.mulVec_mulVec, hg, Matrix.one_mulVec]
  refine ⟨key A g h hA hgh, fun H => ?_⟩
  -- the converse is the same statement for the reciprocal basis
  obtain ⟨hB, hBB⟩ := reciprocal_reciprocal hA
  have hhg : gᵀ * h = 1 := by
    simpa [Matrix.transpose_mul] using congrArg Matrix.transpose hgh
  have H' := key (reciprocal A) h g hB hhg H
  rwa [hBB] at H'
```

Let $h^Tg=\mathbb 1$. Then $gL_A=L_A$ if and only if $hL_B=L_B$.

Assume $gL_A=L_A$, and take $k\in L_B$.

- **$hk$ is in $L_B$.** Any $r\in L_A$ is $gr'$ with $r'\in L_A$, so $(hk)\cdot r=k\cdot(h^Tgr')=k\cdot r'\in2\pi\mathbb Z$.
- **$k$ is reached.** Its preimage is $g^Tk$. This lies in $L_B$, because $(g^Tk)\cdot r=k\cdot(gr)\in2\pi\mathbb Z$ for every $r\in L_A$. For square matrices $h^Tg=\mathbb 1$ implies $gh^T=\mathbb 1$, whose transpose is $hg^T=\mathbb 1$; so $h(g^Tk)=k$.

The code proves this direction as `key`, for all bases and pairs of maps. The converse applies `key` to $B$ with $g$ and $h$ exchanged: $g^Th=\mathbb 1$, and the reciprocal of $B$ is $A$.

## Orthogonal maps and the point group

```lean
/-- For an invertible basis `A`, an orthogonal `Q` maps the direct lattice onto itself if and
only if it maps the reciprocal lattice onto itself. -/
theorem orthogonal_mapsOnto_iff {A Q : Matrix n n ℝ} (hA : IsUnit A.det)
    (hQ : Q ∈ Matrix.orthogonalGroup n ℝ) :
    MapsOnto Q (lattice A) ↔ MapsOnto Q (lattice (reciprocal A)) := by
  have h : Qᵀ * Q = 1 := (Matrix.mem_orthogonalGroup_iff' n ℝ).1 hQ
  exact mapsOnto_iff_contragredient hA h
```

Orthogonality is $Q^TQ=\mathbb 1$, so the previous theorem applies with $g=h=Q$.

```lean
/-- The point group of a lattice: the orthogonal matrices that map it onto itself. -/
def pointGroup (A : Matrix n n ℝ) : Subgroup (Matrix.orthogonalGroup n ℝ) where
  carrier := {Q | MapsOnto Q.1 (lattice A)}
  one_mem' := by
    change (fun x => (1 : Matrix n n ℝ) *ᵥ x) '' lattice A = lattice A
    simp only [Matrix.one_mulVec, Set.image_id']
  mul_mem' := by
    intro P Q hP hQ
    change (fun x => P.1 *ᵥ x) '' lattice A = lattice A at hP
    change (fun x => Q.1 *ᵥ x) '' lattice A = lattice A at hQ
    change (fun x => (P.1 * Q.1) *ᵥ x) '' lattice A = lattice A
    calc (fun x => (P.1 * Q.1) *ᵥ x) '' lattice A
        = (fun x => P.1 *ᵥ x) '' ((fun x => Q.1 *ᵥ x) '' lattice A) := by
          simp only [Set.image_image, Matrix.mulVec_mulVec]
      _ = lattice A := by rw [hQ, hP]
  inv_mem' := by
    intro Q hQ
    change (fun x => Q.1 *ᵥ x) '' lattice A = lattice A at hQ
    have e : (Q⁻¹).1 * Q.1 = 1 := congrArg Subtype.val (inv_mul_cancel Q)
    change (fun x => (Q⁻¹).1 *ᵥ x) '' lattice A = lattice A
    calc (fun x => (Q⁻¹).1 *ᵥ x) '' lattice A
        = (fun x => (Q⁻¹).1 *ᵥ x) '' ((fun x => Q.1 *ᵥ x) '' lattice A) := by rw [hQ]
      _ = lattice A := by
          simp only [Set.image_image, Matrix.mulVec_mulVec, e, Matrix.one_mulVec, Set.image_id']
```

The point group is built as a subgroup of $O(n)$, improper operations included. The three proofs are $\mathbb 1L=L$, $(PQ)L=P(QL)=L$ and $Q^{-1}L=Q^{-1}(QL)=L$. Here `Q.1` is the matrix itself.

```lean
/-- The direct and reciprocal lattices of an invertible basis have the same point group. -/
theorem pointGroup_reciprocal {A : Matrix n n ℝ} (hA : IsUnit A.det) :
    pointGroup (reciprocal A) = pointGroup A := by
  ext Q
  exact (orthogonal_mapsOnto_iff hA Q.2).symm
```

The two subgroups are equal, not merely isomorphic: `ext Q` reduces the equality to membership of each $Q$, which is the preceding theorem.

In band-structure calculations this means that, for an ideal infinite lattice, the rotations and reflections of the $k$-space lattice can be read off from the direct one. The definition sees only lattice vectors: atoms placed in the cell may lower the symmetry of the crystal, and fractional translations do not enter.

## A shear that preserves only one of the two

```lean
/-- The shear `g = [[1, 1/2], [0, 1]]` satisfies `hᵀ g = 1` with `h = [[1, 0], [-1/2, 1]]`. It maps
the rectangular lattice with sides 1 and 2 onto itself, but not the reciprocal lattice. -/
theorem shear_witness :
    (!![1, 0; -1/2, 1] : Matrix (Fin 2) (Fin 2) ℝ)ᵀ * !![1, 1/2; 0, 1] = 1 ∧
    MapsOnto !![1, 1/2; 0, 1] (lattice !![1, 0; 0, 2]) ∧
    ¬ MapsOnto !![1, 1/2; 0, 1] (lattice (reciprocal !![1, 0; 0, 2])) := by
  refine ⟨?_, ?_, ?_⟩
  · ext i j
    fin_cases i <;> fin_cases j <;>
      norm_num [Matrix.mul_apply, Fin.sum_univ_succ]
  · unfold MapsOnto
    ext x
    constructor
    · rintro ⟨_, ⟨m, rfl⟩, rfl⟩
      refine ⟨![m 0 + m 1, m 1], ?_⟩
      ext i
      fin_cases i <;> simp [Matrix.mulVec, dotProduct, Fin.sum_univ_two]
    · rintro ⟨m, rfl⟩
      refine ⟨_, ⟨![m 0 - m 1, m 1], rfl⟩, ?_⟩
      ext i
      fin_cases i <;> simp [Matrix.mulVec, dotProduct, Fin.sum_univ_two]
  · have hinv : (!![1, 0; 0, 2] : Matrix (Fin 2) (Fin 2) ℝ)⁻¹ = !![1, 0; 0, 1/2] := by
      apply Matrix.inv_eq_right_inv
      ext i j
      fin_cases i <;> fin_cases j <;> simp [Matrix.mul_apply, Fin.sum_univ_succ]
    have hB : reciprocal !![1, 0; 0, 2] = !![2 * π, 0; 0, π] := by
      rw [reciprocal, hinv]
      ext i j
      fin_cases i <;> fin_cases j <;> simp
      ring
    rw [hB, MapsOnto]
    intro H
    -- the sheared vector (π/2, π) would have first coordinate 1/4
    have hmem : !![1, 1/2; 0, 1] *ᵥ ![0, π] ∈ lattice !![2 * π, 0; 0, π] := by
      rw [← H]
      refine ⟨_, ⟨![0, 1], ?_⟩, rfl⟩
      ext i
      fin_cases i <;> simp [Matrix.mulVec, dotProduct, Fin.sum_univ_two]
    obtain ⟨m, hm⟩ := hmem
    have h0 : π / 2 = 2 * π * (m 0 : ℝ) := by
      have h := congrFun hm 0
      simp [Matrix.mulVec, dotProduct, Fin.sum_univ_two] at h
      linarith
    have h1 : 4 * (m 0 : ℝ) = 1 := by
      apply mul_left_cancel₀ Real.pi_ne_zero
      linarith
    have h2 : 4 * m 0 = 1 := by exact_mod_cast h1
    omega

end

end ReciprocalPointGroup
```

The shear $g$ sends $(m_0,2m_1)$ to $(m_0+m_1,2m_1)$. This is again in the rectangular lattice, and every lattice point is reached, from $(m_0-m_1,2m_1)$.

In the reciprocal lattice, with basis $\mathrm{diag}(2\pi,\pi)$, it sends $(0,\pi)$ to $(\pi/2,\pi)$. Membership would require $\pi/2=2\pi m_0$, that is $4m_0=1$, which `omega` rejects for an integer $m_0$. So determinant 1 is not enough in place of orthogonality. The partner $h$ does map the reciprocal lattice onto itself, by `mapsOnto_iff_contragredient`.

```lean
#print axioms ReciprocalPointGroup.pointGroup_reciprocal
```

```
'ReciprocalPointGroup.pointGroup_reciprocal' depends on axioms: [propext, Classical.choice, Quot.sound]
```
